# A Hermitian bath for a self-energy with finitely many real poles and positive semidefinite residues

## One pole, one extra level

A level of energy $a$ is coupled to surroundings that have been eliminated from the description. What remains of them is an energy-dependent shift, the self-energy $r/(z-d)$, with $d$ real and $r>0$. The allowed energies then solve $z = a + r/(z-d)$, which is not an eigenvalue problem of the usual kind, because the effective Hamiltonian depends on the energy sought. Put one level back, at energy $d$, and couple it by $\sqrt r$:

$$H=\begin{pmatrix} a & \sqrt r\\ \sqrt r & d\end{pmatrix},\qquad
\big[(z-H)^{-1}\big]_{11}=\frac{z-d}{(z-a)(z-d)-r}=\frac{1}{z-a-\dfrac{r}{z-d}} .$$

The energy dependence has become an ordinary Hermitian matrix with one more row and column. This is called upfolding. The coupling is a square root of the residue, and that is where the sign of $r$ enters: a single level with coupling $b$ gives the residue $|b|^2$, which is never negative.

For several levels and several poles, let $A$ be a Hermitian matrix on the physical space, let $d_k$ be finitely many real numbers, and let $R_k$ be positive semidefinite matrices of the same size as $A$. Write

$$\Sigma(z)=\sum_k \frac{R_k}{z-d_k},\qquad N=\sum_k \operatorname{rank}R_k .$$

There are a Hermitian $N\times N$ matrix $D$, the bath, and a coupling matrix $B$ with $N$ columns such that $B(z-D)^{-1}B^*=\Sigma(z)$ at every non-real $z$. The star is the conjugate transpose, often written with a dagger. The matrix

$$H=\begin{pmatrix}A&B\\B^*&D\end{pmatrix}$$

is Hermitian, and the physical block of $(z-H)^{-1}$ is the inverse of $z-A-\Sigma(z)$.

Real $d_k$ stand for sharp excitation energies of the surroundings. Positive semidefinite $R_k$ say that each excitation carries non-negative spectral weight in every physical direction.

## From residues to bath levels

**Inverting $z-D$.** A Hermitian $D$ can be written $D=U\,\mathrm{diag}(e_a)\,U^*$ with $U$ unitary and $e_a$ real; from here on $a$ is an index, no longer the level energy of the first example. Since $1=UU^*$, we have $z-D=U\,\mathrm{diag}(z-e_a)\,U^*$. For non-real $z$ no $z-e_a$ vanishes, and

$$(z-D)\,U\,\mathrm{diag}\Big(\frac1{z-e_a}\Big)U^*=UU^*=1 .$$

The same holds for $H$.

**Factoring one residue.** Take a single residue $R$ and, for this step only, let $k$ number its eigenvectors. With eigenvalues $\lambda_k\ge 0$ and orthonormal eigenvectors in the columns of $U$,

$$R_{ij}=\sum_k \lambda_k U_{ik}\overline{U_{jk}} .$$

The number of nonzero $\lambda_k$ is $\operatorname{rank}R$. Let $\sigma(a)$ be the index of the $a$-th eigenvector with nonzero eigenvalue, and set $C_{ia}=\sqrt{\lambda_{\sigma(a)}}\,U_{i\sigma(a)}$. Then

$$(CC^*)_{ij}=\sum_a \lambda_{\sigma(a)}U_{i\sigma(a)}\overline{U_{j\sigma(a)}}=R_{ij},$$

because the omitted terms are zero.

**Assembling the bath.** Let $k$ number the poles again and factor each $R_k=C_kC_k^*$. Place the columns of all the $C_k$ side by side to form $B$. Let $D$ be diagonal, with $d_k$ repeated $\operatorname{rank}R_k$ times, once for each column of $C_k$. A bath level is thus a pair $(k,a)$, and

$$\big[B(z-D)^{-1}B^*\big]_{ij}=\sum_k\frac1{z-d_k}\sum_a (C_k)_{ia}\overline{(C_k)_{ja}}=\sum_k\frac{(R_k)_{ij}}{z-d_k}.$$

**Eliminating the bath.** Let $G=(z-H)^{-1}$. The first block column of $(z-H)G=1$ reads

$$(z-A)G_{11}-BG_{21}=1,\qquad -B^*G_{11}+(z-D)G_{21}=0 .$$

The second equation gives $G_{21}=(z-D)^{-1}B^*G_{11}$. Substituted into the first, it yields the Dyson equation

$$\big(z-A-B(z-D)^{-1}B^*\big)G_{11}=1 ,$$

and the self-energy in it is $\Sigma(z)$ by the construction of $B$ and $D$.

## Bath, self-energy and Hamiltonian as matrices

In the Lean development `n`, `m` and `κ` are finite index sets, not numbers: they label the physical levels, the bath levels and the poles.

```lean
import Mathlib

open Matrix
open scoped ComplexOrder

namespace Upfolding

noncomputable section

variable {n m κ : Type*} [Fintype n] [DecidableEq n] [Fintype m] [DecidableEq m] [Fintype κ]
```

The Green's matrix is the resolvent, with the energy $z$ multiplying the identity matrix. This presupposes an orthonormal basis.

```lean
/-- The Green's matrix `(z - D)⁻¹`, for `z` not an eigenvalue of `D`. -/
def greens (D : Matrix m m ℂ) (z : ℂ) : Matrix m m ℂ := (z • (1 : Matrix m m ℂ) - D)⁻¹
```

The self-energy produced by a bath is defined next; for an impurity model it is usually called the hybridization function. `Bᴴ` is $B^*$.

```lean
/-- The self-energy `B (z - D)⁻¹ B*` of a bath `D`, for `z` not an eigenvalue of `D`. -/
def bathSelfEnergy (B : Matrix n m ℂ) (D : Matrix m m ℂ) (z : ℂ) : Matrix n n ℂ :=
  B * greens D z * Bᴴ
```

The prescribed self-energy has its poles as a function `d` into the reals, so their reality is part of the type.

```lean
/-- The self-energy `∑ R_k / (z - d_k)`, for `z` different from every `d_k`. -/
def poleSelfEnergy (d : κ → ℝ) (R : κ → Matrix n n ℂ) (z : ℂ) : Matrix n n ℂ :=
  ∑ k, (z - d k)⁻¹ • R k
```

The full Hamiltonian acts on the disjoint union `n ⊕ m` of physical and bath levels. These definitions accept any $z$, but the theorems use them only at non-real $z$, where the inverses exist.

```lean
/-- The Hamiltonian of the physical space `A` and the bath `D`, coupled through `B`. -/
def upfolded (A : Matrix n n ℂ) (B : Matrix n m ℂ) (D : Matrix m m ℂ) :
    Matrix (n ⊕ m) (n ⊕ m) ℂ := fromBlocks A B Bᴴ D
```

## The resolvent off the real axis

The first lemma writes out $(V\,\mathrm{diag}(w)\,V^*)_{ij}=\sum_a w_aV_{ia}\overline{V_{ja}}$. Both the factorization of a residue and the evaluation of the bath self-energy use it.

```lean
omit [Fintype n] [DecidableEq n] in
/-- Entries of `V diag(w) V*` as a sum over levels. -/
theorem sandwich_apply (V : Matrix n m ℂ) (w : m → ℂ) (i j : n) :
    (V * diagonal w * Vᴴ) i j = ∑ a, w a * (V i a * star (V j a)) := by
  rw [Matrix.mul_apply]
  refine Finset.sum_congr rfl fun a _ => ?_
  rw [mul_diagonal, conjTranspose_apply]
  ring
```

The spectral decomposition comes from Mathlib's eigenvector basis. The eigenvalue equations, taken column by column, give $DU=U\,\mathrm{diag}(e)$, and multiplication by $U^*$ from the right isolates $D$.

```lean
/-- A Hermitian matrix is `U diag(e) U*` with its eigenvectors `U` and eigenvalues `e`. -/
theorem hermitian_diagonalized {D : Matrix m m ℂ} (hD : D.IsHermitian) :
    D = (hD.eigenvectorUnitary : Matrix m m ℂ) * diagonal (fun a => (hD.eigenvalues a : ℂ)) *
      (hD.eigenvectorUnitary : Matrix m m ℂ)ᴴ := by
  have hU : (hD.eigenvectorUnitary : Matrix m m ℂ) *
      (hD.eigenvectorUnitary : Matrix m m ℂ)ᴴ = 1 :=
    mem_unitaryGroup_iff.mp hD.eigenvectorUnitary.2
  have h : D * (hD.eigenvectorUnitary : Matrix m m ℂ) =
      (hD.eigenvectorUnitary : Matrix m m ℂ) * diagonal (fun a => (hD.eigenvalues a : ℂ)) := by
    ext i k
    have hk := congrFun (hD.mulVec_eigenvectorBasis k) i
    rw [mul_diagonal]
    simpa [Matrix.mul_apply, mulVec, dotProduct, IsHermitian.eigenvectorUnitary_apply,
      mul_comm] using hk
  rw [← h, Matrix.mul_assoc, hU, Matrix.mul_one]
```

Now $z-D$ is inverted explicitly. In the proof, `h1` is the identity $z-D=U\,\mathrm{diag}(z-e_a)\,U^*$. The step `h2` multiplies the two diagonal matrices; if some $z-e_a$ were zero, the imaginary part of $z$ would vanish, against `hz`. The final calculation cancels $U^*U$ in the middle and $UU^*$ at the end.

```lean
/-- If a unitary `U` diagonalizes `D` with real eigenvalues `e`, then at non-real `z` the matrix
`U diag(1/(z - e)) U*` inverts `z - D`. -/
theorem shift_mul_spectral {U D : Matrix m m ℂ} {e : m → ℝ} (hU : U * Uᴴ = 1)
    (hD : D = U * diagonal (fun a => (e a : ℂ)) * Uᴴ) {z : ℂ} (hz : z.im ≠ 0) :
    (z • (1 : Matrix m m ℂ) - D) * (U * diagonal (fun a => (z - e a)⁻¹) * Uᴴ) = 1 := by
  have h1 : z • (1 : Matrix m m ℂ) - D = U * diagonal (fun a => z - e a) * Uᴴ := by
    have h : diagonal (fun a => z - (e a : ℂ)) =
        z • (1 : Matrix m m ℂ) - diagonal (fun a => (e a : ℂ)) := by
      ext i j
      by_cases hij : i = j <;> simp [hij]
    rw [h, Matrix.mul_sub, Matrix.sub_mul, Matrix.mul_smul, Matrix.mul_one, Matrix.smul_mul,
      hU, ← hD]
  have h2 : diagonal (fun a => z - (e a : ℂ)) * diagonal (fun a => (z - (e a : ℂ))⁻¹) = 1 := by
    rw [diagonal_mul_diagonal, ← diagonal_one]
    congr 1
    funext a
    refine mul_inv_cancel₀ fun h => hz ?_
    simpa using congrArg Complex.im h
  have h3 : Uᴴ * U = 1 := mul_eq_one_comm.mp hU
  rw [h1]
  calc _ = U * diagonal (fun a => z - (e a : ℂ)) * (Uᴴ * U) *
        diagonal (fun a => (z - (e a : ℂ))⁻¹) * Uᴴ := by simp only [Matrix.mul_assoc]
    _ = 1 := by rw [h3, Matrix.mul_one, Matrix.mul_assoc U, h2, Matrix.mul_one, hU]
```

For any Hermitian matrix, `greens` is therefore a true inverse at non-real $z$.

```lean
/-- The Green's matrix of a Hermitian `D` inverts `z - D` at non-real `z`. -/
theorem shift_mul_greens {D : Matrix m m ℂ} (hD : D.IsHermitian) {z : ℂ} (hz : z.im ≠ 0) :
    (z • (1 : Matrix m m ℂ) - D) * greens D z = 1 := by
  have h := shift_mul_spectral (mem_unitaryGroup_iff.mp hD.eigenvectorUnitary.2)
    (hermitian_diagonalized hD) hz
  rw [greens, inv_eq_right_inv h]
  exact h
```

## A square root with as many columns as the rank

The type `Matrix n (Fin R.rank) ℂ` records that $C$ has exactly $\operatorname{rank}R$ columns. The letter `σ` is the numbering $\sigma(a)$ of the nonzero eigenvalues, not a self-energy. The chain of equalities starts from $(CC^*)_{ij}$, merges the two square roots into $\lambda_{\sigma(a)}$, passes to a sum over the nonzero eigenvalues, and then adds the vanishing terms to recover $R_{ij}$. Positivity is used where the square roots are merged, through `eigenvalues_nonneg`.

```lean
/-- A positive semidefinite residue factors as `C C*` with as many columns as its rank. -/
theorem exists_rank_factor {R : Matrix n n ℂ} (hR : R.PosSemidef) :
    ∃ C : Matrix n (Fin R.rank) ℂ, C * Cᴴ = R := by
  have hH := hR.1
  obtain ⟨σ⟩ : Nonempty (Fin R.rank ≃ {i // hH.eigenvalues i ≠ 0}) :=
    ⟨(Fintype.equivFinOfCardEq hH.rank_eq_card_non_zero_eigs.symm).symm⟩
  let U : Matrix n n ℂ := hH.eigenvectorUnitary
  -- keep the eigenvectors of nonzero eigenvalue, scaled by the root of the eigenvalue
  refine ⟨Matrix.of fun i a => U i (σ a) * (√(hH.eigenvalues (σ a)) : ℝ), ?_⟩
  ext i j
  let f : n → ℂ := fun k => (hH.eigenvalues k : ℂ) * (U i k * star (U j k))
  have hf : R i j = ∑ k, f k :=
    (congrFun (congrFun (hermitian_diagonalized hH) i) j).trans (sandwich_apply _ _ i j)
  rw [hf, Matrix.mul_apply]
  calc _ = ∑ a, f (σ a) := by
        refine Finset.sum_congr rfl fun a _ => ?_
        have hs : ((√(hH.eigenvalues (σ a)) : ℝ) : ℂ) * (√(hH.eigenvalues (σ a)) : ℝ) =
            hH.eigenvalues (σ a) := by
          rw [← Complex.ofReal_mul, Real.mul_self_sqrt (hR.eigenvalues_nonneg _)]
        have hc : star ((√(hH.eigenvalues (σ a)) : ℝ) : ℂ) = (√(hH.eigenvalues (σ a)) : ℝ) :=
          Complex.conj_ofReal _
        rw [conjTranspose_apply, Matrix.of_apply, Matrix.of_apply, star_mul', hc]
        linear_combination (U i (σ a) * star (U j (σ a))) * hs
    _ = ∑ x : {i // hH.eigenvalues i ≠ 0}, f x := Equiv.sum_comp σ (fun x => f x)
    _ = ∑ k ∈ Finset.univ.filter (fun k => hH.eigenvalues k ≠ 0), f k :=
        (Finset.sum_subtype _ (by simp) f).symm
    _ = ∑ k, f k := Finset.sum_filter_of_ne fun k _ hk h0 => hk (by simp [f, h0])
```

## The bath with $\sum_k\operatorname{rank}R_k$ levels

The theorem `exists_bath` says: for real $d_k$ and positive semidefinite $R_k$, there are a $B$ whose columns are numbered by `Fin (∑ k, (R k).rank)` and a Hermitian $D$ of matching size, such that the two self-energies agree at every non-real $z$. One pair $B$, $D$ serves all these $z$, since it is chosen before $z$.

The poles need not be distinct. The theorem gives a number of levels that suffices, and it makes no statement about the least number. When poles coincide, fewer can do: $r/(z-d)+r/(z-d)$ with $r>0$ receives two levels here, although one level with coupling $\sqrt{2r}$ gives the same function.

In the proof, `choose` picks a factor $C_k$ for every pole, and a new `σ` identifies the bath levels with the pairs $(k,a)$. $D$ is Hermitian because its diagonal is real. As $D$ is already diagonal, its resolvent follows from `shift_mul_spectral` with `U := 1`. `Fintype.sum_sigma` then splits the sum over pairs into the double sum of the derivation above.

```lean
/-- Real poles with positive semidefinite residues are reproduced at every non-real `z` by a
Hermitian bath whose dimension is the sum of the ranks of the residues. -/
theorem exists_bath (d : κ → ℝ) {R : κ → Matrix n n ℂ} (hR : ∀ k, (R k).PosSemidef) :
    ∃ (B : Matrix n (Fin (∑ k, (R k).rank)) ℂ) (D : Matrix _ _ ℂ), D.IsHermitian ∧
      ∀ z : ℂ, z.im ≠ 0 → bathSelfEnergy B D z = poleSelfEnergy d R z := by
  choose C hC using fun k => exists_rank_factor (hR k)
  obtain ⟨σ⟩ : Nonempty (Fin (∑ k, (R k).rank) ≃ ((k : κ) × Fin (R k).rank)) :=
    ⟨Fintype.equivOfCardEq (by simp)⟩
  -- each pole is repeated as often as the rank of its residue
  refine ⟨Matrix.of fun i a => C (σ a).1 i (σ a).2,
    diagonal fun a => (d (σ a).1 : ℂ), ?_, fun z hz => ?_⟩
  · rw [IsHermitian, diagonal_conjTranspose]
    congr 1
    funext a
    exact Complex.conj_ofReal _
  · have hg := inv_eq_right_inv (shift_mul_spectral (U := 1)
      (D := diagonal fun a => (d (σ a).1 : ℂ)) (e := fun a => d (σ a).1)
      (by simp) (by simp) hz)
    rw [bathSelfEnergy, greens, hg, conjTranspose_one, Matrix.mul_one, Matrix.one_mul]
    ext i j
    rw [sandwich_apply, poleSelfEnergy, Matrix.sum_apply]
    refine (Equiv.sum_comp σ (fun p : (k : κ) × Fin (R k).rank =>
      (z - d p.1)⁻¹ * (C p.1 i p.2 * star (C p.1 j p.2)))).trans ?_
    rw [Fintype.sum_sigma]
    refine Finset.sum_congr rfl fun k _ => ?_
    have hk : R k i j = ∑ a, C k i a * star (C k j a) :=
      (congrFun (congrFun (hC k) i) j).symm
    rw [Matrix.smul_apply, smul_eq_mul, hk, Finset.mul_sum]
```

## The Dyson equation and the upfolded Hamiltonian

The elimination of the bath holds for any Hermitian $A$ and $D$ and any coupling $B$. `toBlocks₁₁` is the physical block $G_{11}$. Because the matrices are square, a product equal to $1$ makes each factor the inverse of the other.

The proof writes $z-H$ in blocks (`hb`) and compares $(z-H)G=1$ block by block. The equations `h11` and `h21` are the two of the first block column, and `hx` solves the second for $G_{21}$. Substituting this into the first gives the result.

```lean
/-- Dyson equation: for Hermitian `A` and `D` and non-real `z`, the physical block of the full
Green's matrix is the inverse of `z - A - B (z - D)⁻¹ B*`. -/
theorem dyson_block {A : Matrix n n ℂ} {D : Matrix m m ℂ} (hA : A.IsHermitian)
    (hD : D.IsHermitian) (B : Matrix n m ℂ) {z : ℂ} (hz : z.im ≠ 0) :
    (z • (1 : Matrix n n ℂ) - A - bathSelfEnergy B D z) *
      (greens (upfolded A B D) z).toBlocks₁₁ = 1 := by
  have hH : (upfolded A B D).IsHermitian := hA.fromBlocks rfl hD
  have hG := shift_mul_greens hH hz
  have hg := mul_eq_one_comm.mp (shift_mul_greens hD hz)
  have hb : z • (1 : Matrix (n ⊕ m) (n ⊕ m) ℂ) - upfolded A B D =
      fromBlocks (z • 1 - A) (-B) (-Bᴴ) (z • 1 - D) := by
    ext (i | i) (j | j) <;> simp [upfolded, Matrix.one_apply]
  generalize greens (upfolded A B D) z = G at hG ⊢
  rw [hb, ← fromBlocks_toBlocks G, fromBlocks_multiply, ← fromBlocks_one, fromBlocks_inj] at hG
  obtain ⟨h11, -, h21, -⟩ := hG
  rw [Matrix.neg_mul] at h11 h21
  -- eliminate the bath amplitudes
  have hx : G.toBlocks₂₁ = greens D z * (Bᴴ * G.toBlocks₁₁) := by
    rw [neg_add_eq_zero.mp h21, ← Matrix.mul_assoc, hg, Matrix.one_mul]
  rw [bathSelfEnergy, Matrix.sub_mul, Matrix.mul_assoc, Matrix.mul_assoc, ← hx, sub_eq_add_neg]
  exact h11
```

The last theorem takes $B$ and $D$ from `exists_bath` and replaces the bath self-energy in the Dyson equation by the sum over poles.

```lean
/-- For Hermitian `A`, real poles and positive semidefinite residues, a Hermitian Hamiltonian with
`∑ rank R_k` added levels has a Green's matrix whose physical block inverts
`z - A - ∑ R_k / (z - d_k)` at every non-real `z`. -/
theorem exists_upfolded_hamiltonian {A : Matrix n n ℂ} (hA : A.IsHermitian) (d : κ → ℝ)
    {R : κ → Matrix n n ℂ} (hR : ∀ k, (R k).PosSemidef) :
    ∃ (B : Matrix n (Fin (∑ k, (R k).rank)) ℂ) (D : Matrix _ _ ℂ),
      (upfolded A B D).IsHermitian ∧ ∀ z : ℂ, z.im ≠ 0 →
        (z • (1 : Matrix n n ℂ) - A - poleSelfEnergy d R z) *
          (greens (upfolded A B D) z).toBlocks₁₁ = 1 := by
  obtain ⟨B, D, hD, h⟩ := exists_bath d hR
  refine ⟨B, D, hA.fromBlocks rfl hD, fun z hz => ?_⟩
  rw [← h z hz]
  exact dyson_block hA hD B hz

end

end Upfolding
```

In electronic-structure work, this turns an energy-dependent one-particle problem into the diagonalization of a larger fixed matrix, provided that the self-energy is a finite sum of real poles with positive semidefinite residues. Any constant part of the self-energy belongs in $A$, which must remain Hermitian. The step from here to a real material is the replacement of its self-energy by such a finite sum: an extended system generally has a continuum of excitations, and the error made by representing it with finitely many poles has to be estimated separately.

```lean
#print axioms Upfolding.exists_bath
#print axioms Upfolding.exists_upfolded_hamiltonian
```

```
'Upfolding.exists_bath' depends on axioms: [propext, Classical.choice, Quot.sound]
'Upfolding.exists_upfolded_hamiltonian' depends on axioms: [propext, Classical.choice, Quot.sound]
```
